# For real matrices with $A-B$ and $A+B$ positive semidefinite, $(A-B)(A+B)$ is diagonalisable with nonnegative eigenvalues

Stretch the bond of H₂ in a restricted Hartree–Fock calculation. At some distance the restricted solution stops being a minimum against spin polarisation of the orbitals, and the lowest triplet excitation frequency of time-dependent Hartree–Fock falls to zero. At that point the reference is marginally stable: some change of the orbitals costs no energy to second order. Does a linear-response code still find a complete set of modes there?

With real orbitals, the frequencies $\omega$ and amplitudes $(X,Y)$ solve

$$\begin{pmatrix}A&B\\-B&-A\end{pmatrix}\begin{pmatrix}X\\Y\end{pmatrix}=\omega\begin{pmatrix}X\\Y\end{pmatrix}.$$

In Hartree–Fock, $A+B$ and $A-B$ measure the second-order energy cost of real and imaginary orbital changes. Stability means that both are positive semidefinite, and marginal stability that at least one is also singular. Under this condition the product $(A-B)(A+B)$ has an invertible real matrix of eigenvectors, and its eigenvalues are nonnegative. The response matrix itself can fail to be diagonalisable, even over $\mathbb C$.

## Where a response code uses the product

RPA, linear-response TDDFT and Bethe–Salpeter codes with real $A$ and $B$ often solve the half-size problem

$$(A-B)(A+B)(X+Y)=\omega^2(X+Y)$$

and take square roots. A common variant diagonalises the symmetric matrix $(A-B)^{1/2}(A+B)(A-B)^{1/2}$ and multiplies its eigenvectors by $(A-B)^{1/2}$. If $A-B$ is singular, the resulting vectors all lie in its range and cannot span the space. The null vectors of the product supply the missing directions.

When $A-B$ or $A+B$ is singular, a complete set for the product need not give a complete set of pairs $(X,Y)$. Code that expands a time evolution in eigenvectors of the full response matrix can therefore fail at zero frequency.

## From the response equations to a basis of modes

**Halving the dimension.** The two block rows are $AX+BY=\omega X$ and $-BX-AY=\omega Y$. Their difference and sum are

$$(A+B)(X+Y)=\omega(X-Y),\qquad (A-B)(X-Y)=\omega(X+Y).$$

Applying $A-B$ to the first and using the second gives the half-size equation.

**Zero energy means null vector.** Write $P=A-B$ and $Q=A+B$. The spectral theorem gives $P=U\,\mathrm{diag}(p)\,U^T$ with $U$ orthogonal and $p_i\ge0$. With $R=U\,\mathrm{diag}(\sqrt{p})$ we have $P=RR^T$. If $x^TPx=0$, then $|R^Tx|^2=0$, so $Px=RR^Tx=0$. The same holds for $Q$.

**No Jordan block at zero.** Suppose $PQPQx=0$ and set $y=PQx$. Then

$$y^TQy=(Qx)^TP(Qy)=(Qx)^T(PQPQx)=0,$$

so $Qy=0$. Next,

$$(Qx)^TP(Qx)=(Qx)^Ty=x^TQy=0,$$

so $PQx=0$. A vector in both the range and the kernel of $PQ$ is therefore zero. By rank–nullity the two subspaces together span the whole space.

**Eigenvectors for the range.** The matrix $H=R^TQR$ is positive semidefinite, because $u^THu=(Ru)^TQ(Ru)\ge0$. Let $u_j$ be an orthonormal eigenbasis, with $Hu_j=c_ju_j$ and $c_j\ge0$. Then

$$PQ(Ru_j)=RR^TQRu_j=c_jRu_j.$$

The vectors $Ru_j$, some possibly zero, span the range of $R$. This contains the range of $PQ$, since $PQx=R(R^TQx)$. Vectors in the kernel of $PQ$ are eigenvectors with eigenvalue $0$. So eigenvectors with nonnegative eigenvalues span the space, and a basis chosen from them forms the columns of $V$.

**The converse.** Let $M=VDV^{-1}$ with $V$ real and $D$ diagonal and nonnegative. Then

$$M=(VDV^T)(V^{-T}V^{-1}),$$

where both factors are positive semidefinite. Calling them $P$ and $Q$, take $A=(P+Q)/2$ and $B=(Q-P)/2$.

**The defective response matrix.** Let $A=B\neq0$ be positive semidefinite. The response matrix $N$ then satisfies $N^2=0$. If $NV=VD$ with $V$ invertible and $D$ diagonal, then $VD^2=N^2V=0$. Hence $D=0$ and $N=0$, which contradicts $A\ne0$. Here $e^{-iNt}=1-iNt$, so an initial vector outside the kernel of $N$ drifts linearly in time, like a free particle, instead of oscillating. The choice $A=B$ is a simple matrix example, in which every imaginary orbital change is costless; it is not a model of stretched H₂. There $A+B$ is the singular matrix. If $A-B$ is positive definite, $(A+B)z=0$ with $z\neq0$, and $w=(A-B)^{-1}z$, then the response matrix sends $(w,-w)$ to $(z,z)$ and $(z,z)$ to zero, so it is defective in that case too. The Lean file proves only the case $A=B$.

## Positivity of $A+B$ alone is too little

Take

$$A-B=\begin{pmatrix}0&1\\1&0\end{pmatrix},\quad A+B=\begin{pmatrix}1&0\\0&0\end{pmatrix},\quad (A-B)(A+B)=\begin{pmatrix}0&0\\1&0\end{pmatrix}.$$

The product is nonzero with zero square, so it is not diagonalisable. Thus, with $A+B$ positive semidefinite, symmetry of $A-B$ is not enough. This small example is an ordinary calculation and has no theorem in the Lean file.

## The Lean file

```lean
import Mathlib

open Matrix

namespace MarginallyStableRPA

variable {n : Type*} [Fintype n] [DecidableEq n]

/-- The linear-response (RPA) matrix with blocks `A`, `B` in the first row and `-B`, `-A` in
the second. -/
def rpaMatrix {K : Type*} [CommRing K] (A B : Matrix n n K) : Matrix (n ⊕ n) (n ⊕ n) K :=
  fromBlocks A B (-B) (-A)

/-- The columns of the invertible matrix `V` are eigenvectors of `M`, with eigenvalues `d`. -/
def DiagonalisedBy {m K : Type*} [Fintype m] [DecidableEq m] [CommRing K]
    (M V : Matrix m m K) (d : m → K) : Prop :=
  IsUnit V ∧ M * V = V * diagonal d

omit [DecidableEq n] in
/-- If `(X, Y)` solves the response equations at frequency `ω`, then `X + Y` solves the
equation of half the dimension, with `(A - B)(A + B)` and the squared frequency. -/
theorem rpa_reduction {K : Type*} [CommRing K] (A B : Matrix n n K) (X Y : n → K) (ω : K)
    (h : rpaMatrix A B *ᵥ Sum.elim X Y = ω • Sum.elim X Y) :
    ((A - B) * (A + B)) *ᵥ (X + Y) = ω ^ 2 • (X + Y) := by
  rw [rpaMatrix, fromBlocks_mulVec] at h
  have h1 : A *ᵥ X + B *ᵥ Y = ω • X := by
    ext i
    simpa using congrFun h (Sum.inl i)
  have h2 : -(B *ᵥ X) + -(A *ᵥ Y) = ω • Y := by
    ext i
    simpa [neg_mulVec] using congrFun h (Sum.inr i)
  -- sum and difference of the two block equations
  have s1 : (A + B) *ᵥ (X + Y) = ω • (X - Y) := by
    simp only [add_mulVec, mulVec_add]
    linear_combination (norm := module) h1 - h2
  have s2 : (A - B) *ᵥ (X - Y) = ω • (X + Y) := by
    simp only [sub_mulVec, mulVec_sub]
    linear_combination (norm := module) h1 + h2
  rw [← mulVec_mulVec, s1, mulVec_smul, s2, smul_smul, pow_two]

/-- A positive semidefinite real matrix has an orthogonal matrix of eigenvectors, with
nonnegative eigenvalues. -/
theorem psd_spectral {P : Matrix n n ℝ} (hP : P.PosSemidef) :
    ∃ (U : Matrix n n ℝ) (d : n → ℝ), (∀ i, 0 ≤ d i) ∧ U * Uᵀ = 1 ∧
      P * U = U * diagonal d := by
  refine ⟨(hP.isHermitian.eigenvectorUnitary : Matrix n n ℝ), hP.isHermitian.eigenvalues,
    hP.eigenvalues_nonneg, ?_, ?_⟩
  · have h := mem_unitaryGroup_iff.mp hP.isHermitian.eigenvectorUnitary.2
    rwa [star_eq_conjTranspose, conjTranspose_eq_transpose_of_trivial] at h
  · ext i j
    have h := congrFun (hP.isHermitian.mulVec_eigenvectorBasis j) i
    rw [mul_diagonal, mul_comm]
    exact h

/-- A positive semidefinite real matrix factorises as `R Rᵀ`. -/
theorem psd_factor {P : Matrix n n ℝ} (hP : P.PosSemidef) :
    ∃ R : Matrix n n ℝ, P = R * Rᵀ := by
  obtain ⟨U, d, hd, hU, hE⟩ := psd_spectral hP
  refine ⟨U * diagonal (fun i => √(d i)), ?_⟩
  have hs : diagonal (fun i => √(d i)) * diagonal (fun i => √(d i)) = diagonal d := by
    rw [diagonal_mul_diagonal]
    congr 1
    ext i
    exact Real.mul_self_sqrt (hd i)
  calc P = P * U * Uᵀ := by rw [Matrix.mul_assoc, hU, Matrix.mul_one]
    _ = U * (diagonal (fun i => √(d i)) * diagonal (fun i => √(d i))) * Uᵀ := by rw [hE, hs]
    _ = _ := by rw [transpose_mul, diagonal_transpose]; simp only [Matrix.mul_assoc]

/-- For positive semidefinite `P` and `Q`, a vector annihilated by `(PQ)²` is already
annihilated by `PQ`. -/
theorem product_kernel {P Q : Matrix n n ℝ} (hP : P.PosSemidef) (hQ : Q.PosSemidef)
    (x : n → ℝ) (h : P *ᵥ (Q *ᵥ (P *ᵥ (Q *ᵥ x))) = 0) : P *ᵥ (Q *ᵥ x) = 0 := by
  have move : ∀ (R : Matrix n n ℝ) (u v : n → ℝ), u ⬝ᵥ R *ᵥ v = (Rᵀ *ᵥ u) ⬝ᵥ v := by
    intro R u v
    rw [Matrix.dotProduct_mulVec, mulVec_transpose]
  have symm : ∀ {S : Matrix n n ℝ}, S.PosSemidef → Sᵀ = S := by
    intro S hS
    have h := hS.isHermitian
    rwa [IsHermitian, conjTranspose_eq_transpose_of_trivial] at h
  -- a vector of zero energy is a null vector
  have null : ∀ {S : Matrix n n ℝ}, S.PosSemidef → ∀ u, u ⬝ᵥ S *ᵥ u = 0 → S *ᵥ u = 0 := by
    intro S hS u hu
    obtain ⟨R, rfl⟩ := psd_factor hS
    rw [← mulVec_mulVec] at hu ⊢
    rw [move] at hu
    rw [dotProduct_self_eq_zero.mp hu, mulVec_zero]
  have hz : Q *ᵥ (P *ᵥ (Q *ᵥ x)) = 0 := by
    apply null hQ
    have e := move P (Q *ᵥ x) (Q *ᵥ (P *ᵥ (Q *ᵥ x)))
    rw [symm hP, h, dotProduct_zero] at e
    exact e.symm
  apply null hP
  have e := move Q x (P *ᵥ (Q *ᵥ x))
  rw [symm hQ, hz, dotProduct_zero] at e
  exact e.symm

/-- For positive semidefinite `P` and `Q`, the solutions `v` of `PQ v = c v` with `c ≥ 0`
span the whole space. -/
theorem modes_span {P Q : Matrix n n ℝ} (hP : P.PosSemidef) (hQ : Q.PosSemidef) :
    Submodule.span ℝ {v : n → ℝ | ∃ c : ℝ, 0 ≤ c ∧ (P * Q) *ᵥ v = c • v} = ⊤ := by
  obtain ⟨R, hR⟩ := psd_factor hP
  have hH : (Rᵀ * Q * R).PosSemidef := by
    have h := hQ.conjTranspose_mul_mul_same R
    rwa [conjTranspose_eq_transpose_of_trivial] at h
  obtain ⟨U, d, hd, hU, hE⟩ := psd_spectral hH
  -- `R` carries eigenvectors of `Rᵀ Q R` to eigenvectors of `P Q`
  have hW : P * Q * (R * U) = R * U * diagonal d := by
    calc P * Q * (R * U) = R * (Rᵀ * Q * R * U) := by rw [hR]; simp only [Matrix.mul_assoc]
      _ = R * U * diagonal d := by rw [hE, Matrix.mul_assoc]
  have hrange : ∀ y, R *ᵥ y ∈
      Submodule.span ℝ {v : n → ℝ | ∃ c : ℝ, 0 ≤ c ∧ (P * Q) *ᵥ v = c • v} := by
    intro y
    have hy : R *ᵥ y = ∑ j, (Uᵀ *ᵥ y) j • (fun i => (R * U) i j) := by
      have h0 : R *ᵥ y = (R * U) *ᵥ (Uᵀ *ᵥ y) := by
        rw [mulVec_mulVec, Matrix.mul_assoc, hU, Matrix.mul_one]
      rw [h0]
      ext i
      rw [Finset.sum_apply]
      exact Finset.sum_congr rfl fun j _ => mul_comm _ _
    rw [hy]
    refine Submodule.sum_mem _ fun j _ => Submodule.smul_mem _ _ (Submodule.subset_span ?_)
    refine ⟨d j, hd j, ?_⟩
    ext i
    calc ((P * Q) *ᵥ fun i => (R * U) i j) i = (P * Q * (R * U)) i j := rfl
      _ = (R * U) i j * d j := by rw [hW, mul_diagonal]
      _ = _ := mul_comm _ _
  -- kernel and range of `P Q` together fill the space
  have hdisj : Disjoint (LinearMap.ker (P * Q).mulVecLin)
      (LinearMap.range (P * Q).mulVecLin) := by
    rw [Submodule.disjoint_def]
    rintro _ hk ⟨y, rfl⟩
    simp only [LinearMap.mem_ker, mulVecLin_apply, ← mulVec_mulVec] at hk ⊢
    exact product_kernel hP hQ y hk
  have htop := Submodule.eq_top_of_disjoint _ _
    (by have h := LinearMap.finrank_range_add_finrank_ker (P * Q).mulVecLin
        omega) hdisj
  rw [eq_top_iff, ← htop, sup_le_iff]
  constructor
  · intro k hk
    refine Submodule.subset_span ⟨0, le_rfl, ?_⟩
    rw [zero_smul]
    exact hk
  · rintro _ ⟨y, rfl⟩
    have e : (P * Q).mulVecLin y = R *ᵥ ((Rᵀ * Q) *ᵥ y) := by
      rw [mulVecLin_apply, mulVec_mulVec, hR, Matrix.mul_assoc]
    rw [e]
    exact hrange _

/-- If `A - B` and `A + B` are positive semidefinite, possibly both singular, then
`(A - B)(A + B)` is diagonalisable over the reals with nonnegative eigenvalues. -/
theorem product_diagonalisable (A B : Matrix n n ℝ)
    (hm : (A - B).PosSemidef) (hp : (A + B).PosSemidef) :
    ∃ (V : Matrix n n ℝ) (d : n → ℝ), (∀ i, 0 ≤ d i) ∧
      DiagonalisedBy ((A - B) * (A + B)) V d := by
  -- extract a basis from the spanning set of eigenvectors
  obtain ⟨b, hb, hspan, hli⟩ := exists_linearIndependent ℝ
    {v : n → ℝ | ∃ c : ℝ, 0 ≤ c ∧ ((A - B) * (A + B)) *ᵥ v = c • v}
  let b₀ := Module.Basis.mk hli (by rw [Subtype.range_coe, hspan, modes_span hm hp])
  let β := b₀.reindex (b₀.indexEquiv (Pi.basisFun ℝ n))
  have hβ : ∀ j, ∃ c : ℝ, 0 ≤ c ∧ ((A - B) * (A + B)) *ᵥ β j = c • β j := by
    intro j
    have e : β j = ((b₀.indexEquiv (Pi.basisFun ℝ n)).symm j : n → ℝ) := by
      rw [Module.Basis.reindex_apply, Module.Basis.mk_apply]
    rw [e]
    exact hb (Subtype.property _)
  choose d hd hE using hβ
  refine ⟨(Pi.basisFun ℝ n).toMatrix β, d, hd,
    ⟨⟨_, β.toMatrix (Pi.basisFun ℝ n), Module.Basis.toMatrix_mul_toMatrix_flip _ _,
      Module.Basis.toMatrix_mul_toMatrix_flip _ _⟩, rfl⟩, ?_⟩
  ext i j
  rw [mul_diagonal, mul_comm (((Pi.basisFun ℝ n).toMatrix β) i j)]
  exact congrFun (hE j) i

/-- Conversely, every real matrix that is diagonalisable with nonnegative eigenvalues has the
form `(A - B)(A + B)` with `A - B` and `A + B` positive semidefinite. -/
theorem product_converse (M V : Matrix n n ℝ) (d : n → ℝ) (hd : ∀ i, 0 ≤ d i)
    (h : DiagonalisedBy M V d) :
    ∃ A B : Matrix n n ℝ, (A - B).PosSemidef ∧ (A + B).PosSemidef ∧
      M = (A - B) * (A + B) := by
  obtain ⟨⟨⟨V, W, hVW, hWV⟩, rfl⟩, hE⟩ := h
  change M * V = V * diagonal d at hE
  have hP : (V * diagonal d * Vᵀ).PosSemidef := by
    have h := (PosSemidef.diagonal (d := d) hd).mul_mul_conjTranspose_same V
    rwa [conjTranspose_eq_transpose_of_trivial] at h
  have hQ : (Wᵀ * W).PosSemidef := by
    have h := posSemidef_conjTranspose_mul_self W
    rwa [conjTranspose_eq_transpose_of_trivial] at h
  have hT : Vᵀ * Wᵀ = 1 := by rw [← transpose_mul, hWV, transpose_one]
  have hM : M = V * diagonal d * Vᵀ * (Wᵀ * W) := by
    calc M = M * V * W := by rw [Matrix.mul_assoc, hVW, Matrix.mul_one]
      _ = V * diagonal d * (Vᵀ * Wᵀ) * W := by rw [hE, hT, Matrix.mul_one]
      _ = _ := by simp only [Matrix.mul_assoc]
  refine ⟨(1 / 2 : ℝ) • (V * diagonal d * Vᵀ + Wᵀ * W),
    (1 / 2 : ℝ) • (Wᵀ * W - V * diagonal d * Vᵀ), ?_⟩
  have e1 : (1 / 2 : ℝ) • (V * diagonal d * Vᵀ + Wᵀ * W)
      - (1 / 2 : ℝ) • (Wᵀ * W - V * diagonal d * Vᵀ) = V * diagonal d * Vᵀ := by module
  have e2 : (1 / 2 : ℝ) • (V * diagonal d * Vᵀ + Wᵀ * W)
      + (1 / 2 : ℝ) • (Wᵀ * W - V * diagonal d * Vᵀ) = Wᵀ * W := by module
  rw [e1, e2]
  exact ⟨hP, hQ, hM⟩

/-- For every nonzero positive semidefinite `A`, the choice `B = A` makes `A - B` and `A + B`
positive semidefinite, yet the response matrix is not diagonalisable, even over `ℂ`. -/
theorem rpaMatrix_not_diagonalisable (A : Matrix n n ℝ) (hA : A.PosSemidef) (h0 : A ≠ 0) :
    (A - A).PosSemidef ∧ (A + A).PosSemidef ∧
      ¬ ∃ (V : Matrix (n ⊕ n) (n ⊕ n) ℂ) (d : n ⊕ n → ℂ),
        DiagonalisedBy (rpaMatrix (A.map Complex.ofReal) (A.map Complex.ofReal)) V d := by
  refine ⟨by rw [sub_self]; exact PosSemidef.zero, hA.add hA, ?_⟩
  rintro ⟨V, d, hV, hE⟩
  set N := rpaMatrix (A.map Complex.ofReal) (A.map Complex.ofReal) with hN
  have hsq : N * N = 0 := by
    rw [hN, rpaMatrix, fromBlocks_multiply]
    simp
  -- the squared eigenvalues vanish, hence so does the matrix
  have hD : diagonal d * diagonal d = 0 := by
    apply hV.mul_right_eq_zero.mp
    rw [← Matrix.mul_assoc, ← hE, Matrix.mul_assoc, ← hE, ← Matrix.mul_assoc, hsq,
      Matrix.zero_mul]
  have hd : d = 0 := by
    ext i
    have h := congrFun (congrFun hD i) i
    rw [diagonal_mul_diagonal, diagonal_apply_eq] at h
    exact mul_self_eq_zero.mp h
  have hN0 : N = 0 := by
    apply hV.mul_left_eq_zero.mp
    rw [hE, hd]
    simp
  apply h0
  ext i j
  have h := congrFun (congrFun hN0 (Sum.inl i)) (Sum.inl j)
  exact Complex.ofReal_eq_zero.mp h

end MarginallyStableRPA
```

```lean
#print axioms MarginallyStableRPA.rpa_reduction
#print axioms MarginallyStableRPA.product_diagonalisable
#print axioms MarginallyStableRPA.product_converse
#print axioms MarginallyStableRPA.rpaMatrix_not_diagonalisable
```

```
'MarginallyStableRPA.rpa_reduction' depends on axioms: [propext, Classical.choice, Quot.sound]
'MarginallyStableRPA.product_diagonalisable' depends on axioms: [propext, Classical.choice, Quot.sound]
'MarginallyStableRPA.product_converse' depends on axioms: [propext, Classical.choice, Quot.sound]
'MarginallyStableRPA.rpaMatrix_not_diagonalisable' depends on axioms: [propext, Classical.choice, Quot.sound]
```

## Reading the statements as physics

The finite type `n` labels the excitations, for instance occupied–virtual orbital pairs, and `n ⊕ n` labels the stacked $X$ and $Y$ amplitudes, written `Sum.elim X Y`. The definition `rpaMatrix` fixes the sign convention with $-B,-A$ in the second row. `DiagonalisedBy M V d` says that `V` is invertible and $MV=V\,\mathrm{diag}(d)$. Mathlib's `PosSemidef` includes symmetry for real matrices, so $A$ and $B$ are symmetric without a separate hypothesis.

`rpa_reduction` says that a solution at frequency `ω` gives the half-size equation for `X + Y`. It needs no positivity. At $\omega=0$ the sum $X+Y$ may vanish for a nonzero pair, and the equation then carries no information.

`product_diagonalisable` is the main result; its `d` holds squared frequencies. `product_converse` shows that real diagonalisability with nonnegative eigenvalues characterises these products as matrices. It does not say that the resulting $A$ and $B$ come from a molecule. `rpaMatrix_not_diagonalisable` treats $B=A$ and excludes complex eigenvector matrices as well as real ones.

## How the lemmas carry the argument

In `rpa_reduction`, `linear_combination` forms the difference and sum of the block equations. `psd_spectral` extracts the orthogonal eigenvector matrix from Mathlib, and `psd_factor` builds $R$ from it.

`product_kernel` contains the two zero-energy steps. Its local fact `null` is the implication from $x^TSx=0$ to $Sx=0$, and `move` transfers a matrix across a dot product.

In `modes_span`, `hW` is the eigenvalue equation for the vectors $Ru_j$, collected as columns of `R * U`, and `hrange` shows that they span the range of $R$. `hdisj` separates the kernel of $PQ$ from its range, and `htop` adds the dimension count.

`product_diagonalisable` extracts a basis with `exists_linearIndependent` and relabels it by `n`. `choose` then picks an eigenvalue for each basis vector, and the change-of-basis matrix serves as `V`. The last two theorems follow the factorisation and the nilpotency argument above, with `W` standing for $V^{-1}$ in the converse.

## What a code can rely on

For a finite real problem with both semidefinite conditions satisfied, a complex or negative $\omega^2$ from the half-size problem is an artefact of rounding or of the solver. So is a missing eigenvector.

The theorems start from the matrices. That a particular reference calculation delivers positive semidefinite $A\pm B$ has to be established separately, for instance by a stability analysis. Complex orbitals, where the second row contains complex conjugates, need a different statement.

Nothing is promised about floating-point accuracy. The columns of `V` need be neither orthogonal nor normalised, and they can be nearly parallel: the converse accepts any invertible $V$, however ill-conditioned.
